# At a minimum under orbital scaling, a fixed-projector Hubbard penalty changes the virial ratio −V/T from 2 to 2 + h'(1)/T

## Converged, but the virial ratio is not 2

I run a non-relativistic, all-electron, exchange-only calculation on an atom. Without a Hubbard term, −V/T comes out as 2, as it should. With a +U correction on fixed atomic projectors, the energy converges just as tightly, but the ratio settles slightly away from 2. Is the state not really a minimum, or does the virial theorem change?

## The slope of the penalty enters the balance

The virial theorem changes. Suppose that under uniform orbital scaling by s > 0 the energy is

E(s) = s²T + sV + h(s), with T > 0,

where h is the Hubbard penalty, differentiable at 1. If s = 1 is a local minimum, then

−V/T = 2 + h'(1)/T and E(1) = −T + h(1) − h'(1).

The ratio is 2 exactly when h'(1) = 0. In DFT+U, within this one-parameter model, a ratio other than 2 is therefore compatible with a true minimum.

Scaling replaces each orbital ψ(r) by s^(3/2) ψ(sr). T is the kinetic energy at s = 1, and V is the Coulomb energy there, including exchange but not the Hubbard penalty. Stationarity at s = 1 reads

2T + V + h'(1) = 0.

Dividing −V = 2T + h'(1) by T gives the ratio. Putting V = −2T − h'(1) into E(1) = T + V + h(1) gives the energy. If a program takes E(1) − T as the potential energy, h(1) is included in it, and the ratio it reports is 2 + (h'(1) − h(1))/T instead.

For h(s) = (U/2) tr(n − n²), with n(s) the occupation matrix on the projectors, the product rule gives h' = (U/2) tr(n' − n'n − nn'). Since tr(nn') = tr(n'n),

h' = (U/2) tr[n'(1 − 2n)].

The balance also tells us when s = 1 is a global minimum. Inserting V gives

E(s) − E(1) = h(s) − h(1) − h'(1)(s − 1) + T(s − 1)².

So h may fall below its tangent line at s = 1, but by no more than T(s − 1)².

## A minimum with ratio about 2.014

Take a 1s Slater orbital of exponent s and a fixed 1s projector of exponent 3. Their squared overlap is n = q³, with q = 12s/(3 + s)². At s = 1, q = 3/4 and q' = 3/8, so n = 27/64 and n' = 81/128. With U = 2 the penalty is q³ − q⁶, and its slope is

h'(1) = (81/128)(1 − 27/32) = 405/4096.

Choose T = 7 and V = −14 − 405/4096, so that the balance holds. Three bounds, with x = s − 1, make the minimum global:

q ≥ 3/4 + (3/8)x − (3/8)x²

(q − 3/4)² ≤ (9/16)x²

q³ − q⁶ ≥ h(1) + (135/512)(q − 3/4) − 12(q − 3/4)²

The first holds because the difference of its sides, times (3 + s)², is (3/8)x²s(s + 5). The second follows from q − 3/4 = 3x(9 − s)/(4(3 + s)²) and |9 − s| ≤ (3 + s)². In the third, the difference is (q − 3/4)² times a factor that is positive for 0 ≤ q ≤ 1. Together they give

h(s) ≥ h(1) + (405/4096)x − (405/4096 + 27/4)x²,

and the last coefficient is below T = 7.

## What the Lean statements say

`scaledEnergy` is E(s), and `hubbardPenalty` is (U/2) tr(n − n²) for one real occupation matrix of any finite size, as for a single spin channel. In the file, `h'` is a number, the slope at 1, and `HasDerivAt h h' 1` says that h has that slope. `IsLocalMin` compares E(1) only with nearby values, while `minimizes_iff` and `virial_violation_witness` compare it with all s > 0. `slaterOccupation` takes the closed form of the squared overlap as its definition; the integral is not evaluated.

The step from this model to a real system is the scaling law itself: T and V are plain real numbers, and the powers s² and s are built into the definition. They suit a non-relativistic atom with its nucleus at the origin and exchange-only density functionals. With relativistic kinetic energies, correlation functionals, pseudopotentials or the fixed nuclei of a molecule, the energy generally scales differently. In the example, T and V are chosen numbers and not the energies of the 1s orbital.

```lean
import Mathlib

open Matrix

namespace HubbardVirial

noncomputable section

/-- The energy under uniform orbital scaling by `s`: kinetic energy `s² T`, Coulomb energy
`s V`, and a Hubbard penalty `h s`. -/
def scaledEnergy (T V : ℝ) (h : ℝ → ℝ) (s : ℝ) : ℝ := s ^ 2 * T + s * V + h s

/-- The Hubbard penalty `(U/2) tr (n - n²)` of a real occupation matrix `n`. -/
def hubbardPenalty {m : Type*} [Fintype m] (U : ℝ) (n : Matrix m m ℝ) : ℝ :=
  U / 2 * (n - n * n).trace

/-- The squared overlap of two normalised 1s Slater orbitals on the same centre, with exponents
`a > 0` (the fixed projector) and `s > 0` (the scaled orbital), in closed form. -/
def slaterOccupation (a s : ℝ) : ℝ := (4 * a * s / (a + s) ^ 2) ^ 3

/-- If the penalty has slope `h'` at `s = 1`, the scaled energy has slope `2T + V + h'` there. -/
theorem scaledEnergy_hasDerivAt {T V h' : ℝ} {h : ℝ → ℝ} (hh : HasDerivAt h h' 1) :
    HasDerivAt (scaledEnergy T V h) (2 * T + V + h') 1 := by
  have key := (((hasDerivAt_pow 2 (1 : ℝ)).mul_const T).fun_add
    ((hasDerivAt_id' (1 : ℝ)).mul_const V)).fun_add hh
  exact key.congr_deriv (by norm_num)

/-- Virial theorem with a Hubbard penalty: if `T > 0`, the penalty has slope `h'` at `s = 1`,
and the scaled energy has a local minimum there, then `-V/T = 2 + h'/T` and the energy
is `-T + h(1) - h'`. -/
theorem hubbard_virial {T V h' : ℝ} {h : ℝ → ℝ} (hT : 0 < T) (hh : HasDerivAt h h' 1)
    (hmin : IsLocalMin (scaledEnergy T V h) 1) :
    -V / T = 2 + h' / T ∧ scaledEnergy T V h 1 = -T + h 1 - h' := by
  -- stationarity with respect to scaling
  have hbal : 2 * T + V + h' = 0 := hmin.hasDerivAt_eq_zero (scaledEnergy_hasDerivAt hh)
  constructor
  · have hV : -V = 2 * T + h' := by linarith
    rw [hV, add_div, mul_div_cancel_right₀ _ hT.ne']
  · simp only [scaledEnergy]
    linarith

/-- For `T > 0`, a penalty with slope `h'` at `s = 1` and a local minimum of the scaled energy
there, the usual virial ratio `-V/T = 2` holds exactly when `h' = 0`. -/
theorem usual_ratio_iff {T V h' : ℝ} {h : ℝ → ℝ} (hT : 0 < T) (hh : HasDerivAt h h' 1)
    (hmin : IsLocalMin (scaledEnergy T V h) 1) : -V / T = 2 ↔ h' = 0 := by
  rw [(hubbard_virial hT hh hmin).1]
  constructor
  · intro e
    have h0 : h' / T = 0 := by linarith
    exact (div_eq_zero_iff.mp h0).resolve_right hT.ne'
  · intro e
    rw [e, zero_div, add_zero]

/-- For a penalty with slope `h'` at `s = 1`, the scaled energy is minimal at `s = 1` among all
`s > 0` exactly when `2T + V + h' = 0` and, for all `s > 0`, the penalty does not fall below its
tangent line at `s = 1` by more than `T (s - 1)²`. -/
theorem minimizes_iff {T V h' : ℝ} {h : ℝ → ℝ} (hh : HasDerivAt h h' 1) :
    (∀ s > 0, scaledEnergy T V h 1 ≤ scaledEnergy T V h s) ↔
      2 * T + V + h' = 0 ∧ ∀ s > 0, h 1 + h' * (s - 1) - T * (s - 1) ^ 2 ≤ h s := by
  constructor
  · intro hmin
    have hloc : IsLocalMin (scaledEnergy T V h) 1 := by
      filter_upwards [Ioi_mem_nhds (zero_lt_one : (0 : ℝ) < 1)] with s hs
      exact hmin s hs
    have hbal : 2 * T + V + h' = 0 := hloc.hasDerivAt_eq_zero (scaledEnergy_hasDerivAt hh)
    refine ⟨hbal, fun s hs => ?_⟩
    have hE := hmin s hs
    simp only [scaledEnergy] at hE
    linear_combination hE + (s - 1) * hbal
  · rintro ⟨hbal, hpar⟩ s hs
    have hP := hpar s hs
    simp only [scaledEnergy]
    linear_combination hP - (s - 1) * hbal

/-- If the entries of the occupation matrix `n(s)` have derivatives `n'` at `t`, the Hubbard
penalty has derivative `(U/2) tr [n' (1 - 2n)]` there. -/
theorem hubbardPenalty_hasDerivAt {m : Type*} [Fintype m] [DecidableEq m] (U t : ℝ)
    {n : ℝ → Matrix m m ℝ} {n' : Matrix m m ℝ}
    (hn : ∀ i j, HasDerivAt (fun s => n s i j) (n' i j) t) :
    HasDerivAt (fun s => hubbardPenalty U (n s))
      (U / 2 * (n' * (1 - 2 • n t)).trace) t := by
  -- cyclicity of the trace merges the two terms of the product rule
  have e : (n' * (1 - 2 • n t)).trace = (n' - (n' * n t + n t * n')).trace := by
    rw [Matrix.trace_sub, Matrix.trace_add, Matrix.trace_mul_comm (n t) n', mul_sub, mul_one,
      two_smul, mul_add, Matrix.trace_sub, Matrix.trace_add]
  rw [e]
  simp only [hubbardPenalty, Matrix.trace, Matrix.diag_apply, Matrix.sub_apply,
    Matrix.add_apply, Matrix.mul_apply, ← Finset.sum_add_distrib]
  exact (HasDerivAt.fun_sum fun i _ => (hn i i).fun_sub
    (HasDerivAt.fun_sum fun j _ => (hn i j).fun_mul (hn j i))).const_mul (U / 2)

/-- The virial ratio in terms of occupations: if `T > 0`, the occupation matrix has entrywise
derivative `n'` at `s = 1`, and the scaled energy has a local minimum there, then
`-V/T = 2 + (U/2) tr [n' (1 - 2n)] / T`. -/
theorem virial_ratio_occupation {m : Type*} [Fintype m] [DecidableEq m] {T V U : ℝ}
    {n : ℝ → Matrix m m ℝ} {n' : Matrix m m ℝ} (hT : 0 < T)
    (hn : ∀ i j, HasDerivAt (fun s => n s i j) (n' i j) 1)
    (hmin : IsLocalMin (scaledEnergy T V fun s => hubbardPenalty U (n s)) 1) :
    -V / T = 2 + U / 2 * (n' * (1 - 2 • n 1)).trace / T :=
  (hubbard_virial hT (hubbardPenalty_hasDerivAt U 1 hn) hmin).1

/-- A violation of the usual ratio: for a 1s Slater orbital of exponent `s`, a fixed 1s projector
of exponent 3, `U = 2`, `T = 7` and `V = -14 - 405/4096`, the scaled energy is minimal at
`s = 1` among all `s > 0`, yet `-V/T` is not 2. -/
theorem virial_violation_witness :
    (∀ s > 0, scaledEnergy 7 (-14 - 405 / 4096)
        (fun s => hubbardPenalty 2 !![slaterOccupation 3 s]) 1 ≤
      scaledEnergy 7 (-14 - 405 / 4096)
        (fun s => hubbardPenalty 2 !![slaterOccupation 3 s]) s) ∧
    -(-14 - 405 / 4096 : ℝ) / 7 ≠ 2 := by
  refine ⟨fun s hs => ?_, by norm_num⟩
  have hs0 : 0 < s := hs
  have hpen : ∀ x : ℝ, hubbardPenalty 2 !![x] = x - x ^ 2 := by
    intro x
    simp [hubbardPenalty, Matrix.trace]
    ring
  have h1 : slaterOccupation 3 1 = 27 / 64 := by norm_num [slaterOccupation]
  have hd : 0 < (3 + s) ^ 2 := by positivity
  obtain ⟨q, hq⟩ : ∃ q : ℝ, q = 4 * 3 * s / (3 + s) ^ 2 := ⟨_, rfl⟩
  have hsq : slaterOccupation 3 s = q ^ 3 := by rw [hq, slaterOccupation]
  have hq0 : 0 ≤ q := by rw [hq]; positivity
  have hq1 : q ≤ 1 := by
    rw [hq, div_le_one hd]
    nlinarith [sq_nonneg (s - 3)]
  -- `q` falls below its tangent line at `s = 1` by at most `3/8 (s - 1)²`
  have hlin : 3 / 4 + 3 / 8 * (s - 1) - 3 / 8 * (s - 1) ^ 2 ≤ q := by
    rw [hq, le_div_iff₀ hd]
    have hp : 0 ≤ s ^ 2 + 5 * s := by positivity
    nlinarith [mul_nonneg (sq_nonneg (s - 1)) hp]
  have hdev : (q - 3 / 4) ^ 2 ≤ 9 / 16 * (s - 1) ^ 2 := by
    obtain ⟨c, hc⟩ : ∃ c : ℝ, c = 3 * (9 - s) / (4 * (3 + s) ^ 2) := ⟨_, rfl⟩
    have hqc : q - 3 / 4 = (s - 1) * c := by
      rw [hq, hc]
      field_simp
      ring
    have hd4 : 0 < 4 * (3 + s) ^ 2 := by positivity
    have hcu : c ≤ 3 / 4 := by
      rw [hc, div_le_iff₀ hd4]
      nlinarith [sq_nonneg s]
    have hcl : -(3 / 4) ≤ c := by
      rw [hc, le_div_iff₀ hd4]
      nlinarith [sq_nonneg s]
    have hc2 : c ^ 2 ≤ 9 / 16 := by nlinarith
    rw [hqc, mul_pow]
    nlinarith [mul_le_mul_of_nonneg_left hc2 (sq_nonneg (s - 1))]
  -- for `0 ≤ q ≤ 1`, `q³ - q⁶` falls below its tangent line at `3/4` by at most `12 (q - 3/4)²`
  have hg : 27 / 64 - (27 / 64) ^ 2 + 135 / 512 * (q - 3 / 4) - 12 * (q - 3 / 4) ^ 2
      ≤ q ^ 3 - q ^ 6 := by
    have h2 : q ^ 2 ≤ 1 := pow_le_one₀ hq0 hq1
    have h3 : q ^ 3 ≤ 1 := pow_le_one₀ hq0 hq1
    have h4 : q ^ 4 ≤ 1 := pow_le_one₀ hq0 hq1
    have hB : 0 ≤ 12 + q + 3 / 2 - (q ^ 4 + 3 / 2 * q ^ 3 + 27 / 16 * q ^ 2
        + 27 / 16 * q + 405 / 256) := by linarith
    nlinarith [mul_nonneg (sq_nonneg (q - 3 / 4)) hB]
  simp only [scaledEnergy, hpen, h1, hsq]
  nlinarith [sq_nonneg (s - 1)]

end

end HubbardVirial
```

```lean
#print axioms HubbardVirial.hubbard_virial
#print axioms HubbardVirial.usual_ratio_iff
#print axioms HubbardVirial.minimizes_iff
#print axioms HubbardVirial.virial_ratio_occupation
```

```
'HubbardVirial.hubbard_virial' depends on axioms: [propext, Classical.choice, Quot.sound]
'HubbardVirial.usual_ratio_iff' depends on axioms: [propext, Classical.choice, Quot.sound]
'HubbardVirial.minimizes_iff' depends on axioms: [propext, Classical.choice, Quot.sound]
'HubbardVirial.virial_ratio_occupation' depends on axioms: [propext, Classical.choice, Quot.sound]
```

## From the slope to the example in Lean

`scaledEnergy_hasDerivAt` differentiates the three terms. `hubbard_virial` applies the fact that a derivative vanishes at a local minimum, which gives `hbal`, the balance equation; the rest is the algebra above. `usual_ratio_iff` then reads off when the ratio is 2.

In `minimizes_iff`, a global minimum over s > 0 is first turned into a local one, which yields the balance. Each `linear_combination` then adds or subtracts (s − 1) times the balance to pass between the energy inequality and the tangent-line condition.

`hubbardPenalty_hasDerivAt` uses `Matrix.trace_mul_comm` for the cyclic step and differentiates the trace entry by entry. `virial_ratio_occupation` inserts the result into the virial formula.

In `virial_violation_witness`, `hlin`, `hdev` and `hg` are the three bounds in the order given, and the last `nlinarith` combines them. That −V/T differs from 2 is plain arithmetic.

## The scaling derivative in a DFT+U calculation

With real orbitals ψₖ, occupations fₖ and projectors φᵢ, the matrix is nᵢⱼ = Σₖ fₖ⟨φᵢ|ψₖ⟩⟨ψₖ|φⱼ⟩. Scaling changes ψₖ at first order by Dψₖ = (3/2 + r·∇)ψₖ, so

n'ᵢⱼ = Σₖ fₖ(⟨φᵢ|Dψₖ⟩⟨ψₖ|φⱼ⟩ + ⟨φᵢ|ψₖ⟩⟨Dψₖ|φⱼ⟩).

These overlaps, together with U and the converged n, give the slope for one spin channel. Summed over the spin channels, it is h'(1), and hence gives the shift of the ratio in your atom.

## Projectors that scale with the orbitals

The model could also let the projectors scale along with the orbitals. All overlaps, and hence n, would then be independent of s, so h'(1) = 0 and a minimum would have the usual ratio 2. The penalty would still add h(1) to the energy. The shift you see comes from holding the projectors fixed while the orbitals scale.
